# Power iteration on a two-level matrix can pass a residual test near the smaller eigenvalue for any prescribed number of steps

## Does a small residual tell me that power iteration has found the dominant eigenvalue?

For a real matrix $A$ and a nonzero vector $x$, I write $R(x) = x^{T}Ax / x^{T}x$ for the Rayleigh quotient and $\|Ax - R(x)\,x\|/\|x\|$ for the normalized residual norm. Take $A = \mathrm{diag}(2,1)$ and the start $x = (e,1)$ with $0 < e < 1$, and run power iteration, $x \mapsto Ax$, to find the eigenvalue 2.

By my calculation the residual norm of the start is $e/(1+e^2)$, which is tiny for small $e$. Yet $R(A^k x)$ stays below $3/2$ exactly while $2^k e < 1$. A stopping test on the residual would therefore accept the start, while the iteration still has a long way to go before it even leaves the neighbourhood of the eigenvalue 1. By shrinking $e$ I should be able to make that plateau as long as I like.

I would like to see this made rigorous and machine-checked, preferably for a general pair of eigenvalues and with the residual controlled along the plateau as well as at the start.

## A small residual can persist next to the smaller eigenvalue

Let $A = \mathrm{diag}(a,b)$ with $0 < b < a$, and let the start be $(e,1)$ with $e > 0$. The wanted eigenvalue is $a$, and $e$ is the component of the start along its eigenvector. The iterates $A^k x$ are left unnormalized. This is harmless, because neither the Rayleigh quotient nor the normalized residual norm changes when the vector is multiplied by a nonzero number. The normalized start is $(e,1)/\sqrt{1+e^2}$.

### Everything depends on the two components

One application of $A$ sends $(u,v)$ to $(au,bv)$, so by induction

$$A^k x = (a^k e,\; b^k).$$

For a vector $(u,v)$ with $u,v>0$, put $S = u^2+v^2$. The Rayleigh quotient is

$$R = \frac{a u^2 + b v^2}{S},\qquad a - R = \frac{(a-b)v^2}{S},\qquad R - b = \frac{(a-b)u^2}{S}.$$

The residual vector has components $(a-R)u = (a-b)uv^2/S$ and $(b-R)v = -(a-b)u^2v/S$. Its squared norm is

$$\frac{(a-b)^2u^2v^2(v^2+u^2)}{S^2} = \frac{(a-b)^2u^2v^2}{S}.$$

Dividing by $\|(u,v)\|^2 = S$ and taking the root gives the normalized residual norm

$$\frac{(a-b)\,uv}{u^2+v^2}.$$

At the start, $u=e$ and $v=1$, so this is $(a-b)e/(1+e^2)$. For $a=2$, $b=1$ it is your $e/(1+e^2)$.

### When the Rayleigh quotient crosses the midpoint

Subtracting the midpoint of the two eigenvalues gives

$$R - \frac{a+b}{2} = \frac{(a-b)(u^2-v^2)}{2S}.$$

This is negative exactly when $u^2<v^2$, and for positive components that means $u<v$. With $u=a^ke$ and $v=b^k$ the condition reads $a^k e < b^k$, which is $2^k e<1$ in your case. For example, $e=2^{-20}$ gives an initial residual of about $10^{-6}$, and the iterates $k=0,\dots,19$ all have a Rayleigh quotient below $3/2$.

The plateau does end. Dividing both components by $a^k$ and writing $s_k=(b/a)^k$, we get

$$R(A^kx) = \frac{a e^2 + b s_k^2}{e^2+s_k^2} \longrightarrow a,$$

because $s_k\to 0$ and $e\neq 0$.

### Choosing a start that passes the test up to step $N$

Fix a tolerance $\mathrm{tol}>0$ and a step number $N$. Put $D=(a-b)(a/b)^N$ and choose

$$e = \frac{\mathrm{tol}}{\mathrm{tol}+D}.$$

Then $0<e<1$, and $De = \mathrm{tol}\,(1-e) < \mathrm{tol}$. Since $a/b>1$, every $k\le N$ satisfies $(a-b)(a/b)^k e \le De < \mathrm{tol}$. Multiplying by $b^k$ gives

$$(a-b)\,u < \mathrm{tol}\; v,\qquad u=a^ke,\quad v=b^k.$$

Both bounds follow from this inequality. The residual norm satisfies

$$\frac{(a-b)uv}{S} < \frac{\mathrm{tol}\,v^2}{S} < \mathrm{tol}.$$

The distance of the Rayleigh quotient from $b$ satisfies

$$R-b = \frac{(a-b)u^2}{S} < \frac{\mathrm{tol}\,uv}{S} \le \mathrm{tol},$$

where the last step uses $uv\le u^2+v^2$.

### What the Lean theorems say

`rayleigh`, `residual` and `residualNorm` are defined for any real square matrix with a finite index set, through dot products. `residualNorm` is the square root of the squared length of the residual divided by the squared length of the vector, so it is the residual norm of the normalized vector. `twoLevel a b` is $\mathrm{diag}(a,b)$, and `iterate a b e k` is the actual matrix power $A^k$ applied to `![e, 1]`. The closed form of the iterates is proved, not built into the definition.

The main theorem, `false_convergence`, takes $0<b<a$, a positive `tol` and a natural number `N`. It provides a start with $0<e<1$ for which two things hold:

- for every $k\le N$, the normalized residual norm is below `tol` and the Rayleigh quotient lies within `tol` of $b$;
- the Rayleigh quotients of the same sequence converge to $a$.

The test is thus passed at $N+1$ consecutive iterates, counting the start. The order of the quantifiers matters: $e$ is chosen after `tol` and `N`. If `tol` is smaller than the gap $a-b$, the convergence to $a$ eventually takes the Rayleigh quotient out of the tolerance window around $b$.

`diag_two_one` contains your two formulas. It assumes only $e>0$; the condition $e<1$ says that the start itself lies below the midpoint.

The hypotheses have a direct meaning. Positivity of $b$, together with $b<a$, makes $a$ the eigenvalue of larger magnitude, so the component along its eigenvector grows relative to the other one at every step. Positivity of $e$ says that the start has some overlap with the wanted eigenvector, with its sign fixed by convention.

The condition $0<b$ cannot be dropped without a replacement, although the convergence to $a$ already holds whenever $|b|<a$. Take $a=1$ and $b=-1$, so that $b<a$ still holds. The iterates are $(e,\pm1)$, and the Rayleigh quotient equals $(e^2-1)/(e^2+1)$ at every step. It never approaches $1$, whatever $e$ is chosen.

The model is a real diagonal $2\times2$ matrix in exact arithmetic, with plain power iteration. Rounding errors, larger matrices and Krylov methods such as Lanczos or Davidson are not treated. For electronic-structure eigensolvers, this two-level example of power iteration illustrates that a small residual does not identify which state has been found when the trial vector barely overlaps the wanted one.

```lean
import Mathlib

open Matrix Filter Topology

namespace FalseConvergence

noncomputable section

/-- The Rayleigh quotient of the matrix `A` in the vector `x`. -/
def rayleigh {n : Type*} [Fintype n] (A : Matrix n n ℝ) (x : n → ℝ) : ℝ :=
  (x ⬝ᵥ (A *ᵥ x)) / (x ⬝ᵥ x)

/-- The residual vector `A x - R x`, where `R` is the Rayleigh quotient of `x`. -/
def residual {n : Type*} [Fintype n] (A : Matrix n n ℝ) (x : n → ℝ) : n → ℝ :=
  A *ᵥ x - rayleigh A x • x

/-- The Euclidean norm of the residual divided by the Euclidean norm of `x`. -/
def residualNorm {n : Type*} [Fintype n] (A : Matrix n n ℝ) (x : n → ℝ) : ℝ :=
  √((residual A x ⬝ᵥ residual A x) / (x ⬝ᵥ x))

/-- The two-level matrix `diag(a, b)`. -/
def twoLevel (a b : ℝ) : Matrix (Fin 2) (Fin 2) ℝ := !![a, 0; 0, b]

/-- The `k`-th unnormalized power iterate of `diag(a, b)` from the start vector `(e, 1)`. -/
def iterate (a b e : ℝ) (k : ℕ) : Fin 2 → ℝ := (twoLevel a b ^ k) *ᵥ ![e, 1]

lemma twoLevel_mulVec (a b u v : ℝ) : twoLevel a b *ᵥ ![u, v] = ![a * u, b * v] := by
  ext i
  fin_cases i <;> simp [twoLevel, Matrix.mulVec, dotProduct, Fin.sum_univ_two]

lemma dot_two (p q r s : ℝ) : ![p, q] ⬝ᵥ ![r, s] = p * r + q * s := by
  simp [dotProduct, Fin.sum_univ_two]

/-- The `k`-th power iterate of the start `(e, 1)` is `(a ^ k * e, b ^ k)`. -/
theorem iterate_eq (a b e : ℝ) (k : ℕ) : iterate a b e k = ![a ^ k * e, b ^ k] := by
  unfold iterate
  induction k with
  | zero => simp
  | succ k ih =>
    rw [pow_succ', ← Matrix.mulVec_mulVec, ih, twoLevel_mulVec, pow_succ', pow_succ', mul_assoc]

/-- The Rayleigh quotient is the mean of the two eigenvalues weighted by the squared
components. -/
theorem rayleigh_twoLevel (a b u v : ℝ) :
    rayleigh (twoLevel a b) ![u, v] = (a * u ^ 2 + b * v ^ 2) / (u ^ 2 + v ^ 2) := by
  rw [rayleigh, twoLevel_mulVec, dot_two, dot_two]
  congr 1 <;> ring

/-- The normalized residual of a vector with positive components is the gap times the product
of the components, divided by the squared norm. -/
theorem residualNorm_twoLevel {a b u v : ℝ} (hab : b < a) (hu : 0 < u) (hv : 0 < v) :
    residualNorm (twoLevel a b) ![u, v] = (a - b) * (u * v) / (u ^ 2 + v ^ 2) := by
  have hr : residual (twoLevel a b) ![u, v] =
      ![a * u - (a * u ^ 2 + b * v ^ 2) / (u ^ 2 + v ^ 2) * u,
        b * v - (a * u ^ 2 + b * v ^ 2) / (u ^ 2 + v ^ 2) * v] := by
    rw [residual, rayleigh_twoLevel, twoLevel_mulVec]
    ext i
    fin_cases i <;> simp
  have hS : u ^ 2 + v ^ 2 ≠ 0 := by positivity
  have hT : u * u + v * v = u ^ 2 + v ^ 2 := by ring
  have hgap : 0 < a - b := sub_pos.mpr hab
  rw [residualNorm, hr, dot_two, dot_two, hT]
  -- the quantity under the root is a perfect square
  rw [← Real.sqrt_sq (show 0 ≤ (a - b) * (u * v) / (u ^ 2 + v ^ 2) by positivity)]
  congr 1
  field_simp
  ring

/-- The Rayleigh quotient of the `k`-th iterate lies below the midpoint of the two eigenvalues
exactly while `a ^ k * e < b ^ k`. -/
theorem plateau_iff {a b e : ℝ} (hb : 0 < b) (hab : b < a) (he : 0 < e) (k : ℕ) :
    rayleigh (twoLevel a b) (iterate a b e k) < (a + b) / 2 ↔ a ^ k * e < b ^ k := by
  have ha : 0 < a := hb.trans hab
  have hu : 0 < a ^ k * e := by positivity
  have hv : 0 < b ^ k := by positivity
  rw [iterate_eq, rayleigh_twoLevel]
  generalize a ^ k * e = u at *
  generalize b ^ k = v at *
  rw [div_lt_iff₀ (by positivity)]
  constructor
  · intro h
    by_contra hc
    have h2 : v ^ 2 ≤ u ^ 2 := pow_le_pow_left₀ hv.le (not_lt.mp hc) 2
    nlinarith [mul_nonneg (sub_nonneg.mpr hab.le) (sub_nonneg.mpr h2)]
  · intro h
    have h2 : u ^ 2 < v ^ 2 := by nlinarith
    nlinarith [mul_pos (sub_pos.mpr hab) (sub_pos.mpr h2)]

/-- For every start with `e > 0` the Rayleigh quotients of the power iterates converge to the
larger eigenvalue `a`. -/
theorem rayleigh_tendsto {a b e : ℝ} (hb : 0 < b) (hab : b < a) (he : 0 < e) :
    Tendsto (fun k => rayleigh (twoLevel a b) (iterate a b e k)) atTop (𝓝 a) := by
  have ha : 0 < a := hb.trans hab
  have hs : Tendsto (fun k : ℕ => (b / a) ^ k) atTop (𝓝 0) :=
    tendsto_pow_atTop_nhds_zero_of_lt_one (by positivity) ((div_lt_one ha).mpr hab)
  have hne : e ^ 2 + (0 : ℝ) ^ 2 ≠ 0 := by
    have : 0 < e ^ 2 := by positivity
    linarith
  have hlim : Tendsto (fun k : ℕ => (a * e ^ 2 + b * ((b / a) ^ k) ^ 2) /
      (e ^ 2 + ((b / a) ^ k) ^ 2)) atTop
      (𝓝 ((a * e ^ 2 + b * (0 : ℝ) ^ 2) / (e ^ 2 + (0 : ℝ) ^ 2))) :=
    (tendsto_const_nhds.add ((hs.pow 2).const_mul b)).div
      (tendsto_const_nhds.add (hs.pow 2)) hne
  have hval : (a * e ^ 2 + b * (0 : ℝ) ^ 2) / (e ^ 2 + (0 : ℝ) ^ 2) = a := by
    rw [div_eq_iff hne]
    ring
  rw [hval] at hlim
  refine hlim.congr fun k => ?_
  -- divide both components of the iterate by `a ^ k`
  have hq : b ^ k = (b / a) ^ k * a ^ k := by
    rw [← mul_pow, div_mul_cancel₀ _ ha.ne']
  have hp : 0 < a ^ k := by positivity
  have hr : 0 < (b / a) ^ k := by positivity
  rw [iterate_eq, rayleigh_twoLevel, hq]
  generalize (b / a) ^ k = s at *
  generalize a ^ k = p at *
  rw [div_eq_div_iff (by positivity) (by positivity)]
  ring

/-- False convergence: for any tolerance and any `N` some start `(e, 1)` with `0 < e < 1` keeps
the residual below the tolerance and the Rayleigh quotient within the tolerance of the smaller
eigenvalue `b` for all steps up to `N`, while the Rayleigh quotients converge to `a`. -/
theorem false_convergence {a b tol : ℝ} (hb : 0 < b) (hab : b < a) (htol : 0 < tol) (N : ℕ) :
    ∃ e : ℝ, 0 < e ∧ e < 1 ∧
      (∀ k ≤ N, residualNorm (twoLevel a b) (iterate a b e k) < tol ∧
        |rayleigh (twoLevel a b) (iterate a b e k) - b| < tol) ∧
      Tendsto (fun k => rayleigh (twoLevel a b) (iterate a b e k)) atTop (𝓝 a) := by
  have ha : 0 < a := hb.trans hab
  have hgap : 0 < a - b := sub_pos.mpr hab
  have hD : 0 < (a - b) * (a / b) ^ N := by positivity
  obtain ⟨e, he⟩ : ∃ e, e = tol / (tol + (a - b) * (a / b) ^ N) := ⟨_, rfl⟩
  have he0 : 0 < e := by rw [he]; positivity
  have he1 : e < 1 := by
    rw [he, div_lt_one (by positivity)]
    linarith
  have hmul : e * (tol + (a - b) * (a / b) ^ N) = tol := by
    rw [he, div_mul_cancel₀ _ (by positivity)]
  have hsmall : (a - b) * (a / b) ^ N * e < tol := by nlinarith [mul_pos he0 htol]
  refine ⟨e, he0, he1, fun k hk => ?_, rayleigh_tendsto hb hab he0⟩
  have hu : 0 < a ^ k * e := by positivity
  have hv : 0 < b ^ k := by positivity
  -- up to step `N` the gap times the component along `a` is below `tol` times the other one
  have key : (a - b) * (a ^ k * e) < tol * b ^ k := by
    have h1 : (a / b) ^ k ≤ (a / b) ^ N :=
      pow_le_pow_right₀ ((one_le_div hb).mpr hab.le) hk
    have h2 : (a - b) * (a / b) ^ k * e ≤ (a - b) * (a / b) ^ N * e := by gcongr
    have h3 : a ^ k = (a / b) ^ k * b ^ k := by
      rw [← mul_pow, div_mul_cancel₀ _ hb.ne']
    calc (a - b) * (a ^ k * e) = ((a - b) * (a / b) ^ k * e) * b ^ k := by rw [h3]; ring
      _ < tol * b ^ k := mul_lt_mul_of_pos_right (h2.trans_lt hsmall) hv
  rw [iterate_eq, residualNorm_twoLevel hab hu hv, rayleigh_twoLevel]
  generalize a ^ k * e = u at *
  generalize b ^ k = v at *
  have hS : 0 < u ^ 2 + v ^ 2 := by positivity
  constructor
  · rw [div_lt_iff₀ hS]
    nlinarith [mul_lt_mul_of_pos_right key hv, mul_pos htol (pow_pos hu 2)]
  · have hR : (a * u ^ 2 + b * v ^ 2) / (u ^ 2 + v ^ 2) - b
        = (a - b) * u ^ 2 / (u ^ 2 + v ^ 2) := by
      rw [eq_div_iff hS.ne', sub_mul, div_mul_cancel₀ _ hS.ne']
      ring
    rw [hR, abs_of_pos (by positivity), div_lt_iff₀ hS]
    have h4 : u * v ≤ u ^ 2 + v ^ 2 := by nlinarith [sq_nonneg (u - v), mul_pos hu hv]
    nlinarith [mul_lt_mul_of_pos_right key hu, mul_le_mul_of_nonneg_left h4 htol.le]

/-- For `diag(2, 1)` and start `(e, 1)` the initial normalized residual is `e / (1 + e ^ 2)`, and
the Rayleigh quotient of the `k`-th iterate is below `3 / 2` exactly while `2 ^ k * e < 1`. -/
theorem diag_two_one {e : ℝ} (he : 0 < e) :
    residualNorm (twoLevel 2 1) ![e, 1] = e / (1 + e ^ 2) ∧
      ∀ k : ℕ, rayleigh (twoLevel 2 1) (iterate 2 1 e k) < 3 / 2 ↔ 2 ^ k * e < 1 := by
  constructor
  · rw [residualNorm_twoLevel (by norm_num) he one_pos]
    congr 1 <;> ring
  · intro k
    have h := plateau_iff (a := 2) (b := 1) one_pos (by norm_num) he k
    rw [one_pow, show ((2 : ℝ) + 1) / 2 = 3 / 2 by norm_num] at h
    exact h

end

end FalseConvergence
```

```lean
#print axioms FalseConvergence.residualNorm_twoLevel
#print axioms FalseConvergence.false_convergence
#print axioms FalseConvergence.diag_two_one
```

```
'FalseConvergence.residualNorm_twoLevel' depends on axioms: [propext, Classical.choice, Quot.sound]
'FalseConvergence.false_convergence' depends on axioms: [propext, Classical.choice, Quot.sound]
'FalseConvergence.diag_two_one' depends on axioms: [propext, Classical.choice, Quot.sound]
```

### How the proof follows the calculation

`twoLevel_mulVec` and `dot_two` compute the matrix action and the dot product for two components. `iterate_eq` is the induction for $A^kx$: `pow_succ'` splits off one factor of $A$, and the induction hypothesis supplies the vector on which it acts.

`rayleigh_twoLevel` gives the weighted mean of the eigenvalues. `residualNorm_twoLevel` first writes out the residual vector as `hr`. It then expresses the claimed value as the root of its own square, which is allowed because that value is nonnegative. The two expressions under the roots remain to be compared, and `field_simp` followed by `ring` settles this rational identity.

In `plateau_iff`, the components $a^ke$ and $b^k$ are replaced by positive numbers `u` and `v`, and the inequality is multiplied by $u^2+v^2$. The forward direction is by contradiction: if $v\le u$, then $v^2\le u^2$, and the product $(a-b)(u^2-v^2)\ge0$ contradicts the assumption. The reverse direction uses the strict product $(a-b)(v^2-u^2)>0$. These are the two signs of the midpoint formula above.

`rayleigh_tendsto` starts from $(b/a)^k\to0$ and applies the limit rules for sums, products and quotients. The denominator tends to $e^2$, which is nonzero. The final part shows that the expression in $(b/a)^k$ equals the Rayleigh quotient of the iterate: it substitutes $b^k=(b/a)^ka^k$, cross-multiplies the two fractions and closes the identity with `ring`.

`false_convergence` introduces the explicit $e$ and derives `hsmall`, which is $De<\mathrm{tol}$. The step `key` carries this bound to every $k\le N$ and yields $(a-b)u<\mathrm{tol}\,v$. Multiplying `key` by $v$ gives the residual bound, and multiplying it by $u$ gives the bound on $R-b$. In both cases `nlinarith` combines the product with the elementary inequalities used above. The limit comes from `rayleigh_tendsto`.

Finally, `diag_two_one` sets $a=2$ and $b=1$ in the residual formula and in `plateau_iff`, where $1^k=1$ turns the general condition into $2^ke<1$.
